# The Schur complement formula for Pfaffians of antisymmetric block matrices

## Pfaffian, block matrix and Grassmann average

Indices start at 0: `Fin N` is \(\{0,\dots,N-1\}\).

```lean
import Mathlib

open Matrix

namespace PfaffianSchur

noncomputable section

variable {R : Type*} [CommRing R] {V : Type*} [AddCommGroup V] [Module R V]

local notation "Λ" => CliffordAlgebra (0 : QuadraticForm R V)

local notation "θ" => CliffordAlgebra.ι (0 : QuadraticForm R V)

local notation:70 d:70 " ⌋ " x:71 =>
  CliffordAlgebra.contractLeft (Q := (0 : QuadraticForm R V)) d x
```

\(R\) is a commutative ring and \(V\) an \(R\)-module of fermionic modes. The Clifford algebra of the zero quadratic form is the Grassmann algebra \(\Lambda\), with generators \(\theta(v)\) linear in \(v\) and \(\theta(v)^2=0\). For a linear functional \(d\), `d ⌋ x` is the derivative \(\partial_d x\), with \(\partial_d 1=0\) and \(\partial_d(\theta(m)x)=d(m)x-\theta(m)\partial_d x\).

```lean
/-- The Pfaffian, by recursive expansion along the first row (1 for size 0, 0 for size 1). -/
def pf : {N : ℕ} → Matrix (Fin N) (Fin N) R → R
  | 0, _ => 1
  | 1, _ => 0
  | N + 2, M => ∑ j : Fin (N + 1), (-1) ^ (j : ℕ) * M 0 j.succ *
      pf (M.submatrix (fun i => (j.succAbove i).succ) (fun i => (j.succAbove i).succ))
```

For size \(N+2\),
\[ \mathrm{Pf}\,M=\sum_{j=0}^{N}(-1)^j M_{0,j+1}\,\mathrm{Pf}\,M^{(0,j+1)}, \]
where \(M^{(0,j+1)}\) lacks rows and columns \(0\) and \(j+1\). For size 4 this is \(M_{01}M_{23}-M_{02}M_{13}+M_{03}M_{12}\). Odd sizes recurse down to the value 0, so the theorems need no evenness hypothesis.

```lean
/-- The matrix `[[A, B], [-Bᵀ, C]]`, with the indices of `A` placed first. -/
def block {p q : ℕ} (A : Matrix (Fin p) (Fin p) R) (B : Matrix (Fin p) (Fin q) R)
    (C : Matrix (Fin q) (Fin q) R) : Matrix (Fin (p + q)) (Fin (p + q)) R :=
  (fromBlocks A B (-Bᵀ) C).submatrix finSumFinEquiv.symm finSumFinEquiv.symm
```

The matrix \(\begin{pmatrix}A&B\\-B^T&C\end{pmatrix}\), with the \(p\) indices of \(A\) before the \(q\) indices of \(C\). This order fixes the sign of the Pfaffian.

```lean
/-- The matrix of pair contractions `B (u i) (u j)` of a family of modes. -/
def gram (B : LinearMap.BilinForm R V) {N : ℕ} (u : Fin N → V) : Matrix (Fin N) (Fin N) R :=
  Matrix.of fun i j => B (u i) (u j)
```

\(G(u)_{ij}=\beta(u_i,u_j)\) for a bilinear form \(\beta\). Lean calls the form `B` until `pf_block_solve`, where `B` becomes the off-diagonal block.

```lean
variable (R) in
/-- The ordered product of Grassmann generators `θ(v 0) θ(v 1) ⋯`. -/
def wedge {N : ℕ} (v : Fin N → V) : Λ := (List.ofFn fun i => θ (v i)).prod
```

\(W(v)=\theta(v_0)\theta(v_1)\cdots\theta(v_{N-1})\).

```lean
/-- The Gaussian average on the Grassmann algebra with alternating two-point form `B`. -/
def wick (B : LinearMap.BilinForm R V) (hB : ∀ v, B v v = 0) : Λ →ₗ[R] R :=
  (CliffordAlgebra.lift (0 : QuadraticForm R V)
      ⟨(0 : V →ₗ[R] R), fun m => by simp⟩).toLinearMap ∘ₗ
    CliffordAlgebra.changeForm (Q := 0) (Q' := 0) (B := -B) (by ext v; simp [hB v])
```

The average \(\langle x\rangle\): `changeForm` performs the contractions and `lift` keeps the scalar part. It is defined algebraically, with no Berezin integral. The hypothesis `hB`, \(\beta(v,v)=0\), makes the two-point function \(\langle\theta(u)\theta(w)\rangle=\beta(u,w)\) compatible with \(\theta(v)^2=0\).

## The Pfaffian as a Gaussian average

```lean
/-- The first generator of an ordered product splits off on the left. -/
theorem wedge_succ {N : ℕ} (v : Fin (N + 1) → V) :
    wedge R v = θ (v 0) * wedge R (fun i : Fin N => v i.succ) := by
  unfold wedge
  rw [List.ofFn_succ, List.prod_cons]
```

\(W(v)=\theta(v_0)\,W(v_1,\dots,v_N)\), the step used in every induction below.

```lean
/-- The Grassmann derivative along `d` of an ordered product times a factor `y` it annihilates
is the alternating sum over the removed generator. -/
theorem contract_wedge_mul (d : Module.Dual R V) (y : Λ) (hy : d ⌋ y = 0) (N : ℕ) :
    ∀ v : Fin (N + 1) → V, d ⌋ (wedge R v * y) =
      ∑ j : Fin (N + 1), ((-1) ^ (j : ℕ) * d (v j)) •
        (wedge R (fun i => v (j.succAbove i)) * y) := by
  induction N with
  | zero =>
    intro v
    rw [wedge_succ v, mul_assoc, CliffordAlgebra.contractLeft_ι_mul, Fin.sum_univ_succ]
    simp [wedge, hy]
  | succ N ih =>
    intro v
    conv_rhs => rw [Fin.sum_univ_succ]
    rw [wedge_succ v, mul_assoc, CliffordAlgebra.contractLeft_ι_mul, ih, Finset.mul_sum,
      sub_eq_add_neg, ← Finset.sum_neg_distrib]
    congr 1
    · simp
    · refine Finset.sum_congr rfl fun j _ => ?_
      rw [wedge_succ (fun i => v (j.succ.succAbove i))]
      simp [pow_succ, mul_assoc]
```

If \(\partial_d y=0\), then \(\partial_d(W(v)y)=\sum_j(-1)^j d(v_j)\,W(v\text{ without }v_j)\,y\). The product rule on \(\theta(v_0)\) gives the term \(j=0\), and its minus sign turns \((-1)^j\) into \((-1)^{j+1}\) in the inductive sum (`pow_succ`).

```lean
/-- The average is normalised, and a leading generator `θ(m)` acts as the derivative along
`B m`. -/
theorem wick_rule (B : LinearMap.BilinForm R V) (hB : ∀ v, B v v = 0) :
    wick B hB 1 = 1 ∧ ∀ (m : V) (x : Λ), wick B hB (θ m * x) = wick B hB (B m ⌋ x) := by
  refine ⟨by simp [wick], fun m x => ?_⟩
  simp [wick, CliffordAlgebra.changeForm_ι_mul, CliffordAlgebra.changeForm_contractLeft]
```

\(\langle1\rangle=1\) and \(\langle\theta(m)x\rangle=\langle\partial_{\beta_m}x\rangle\), where \(\beta_m=\beta(m,\cdot)\).

```lean
/-- If `y` has no contraction with the modes `u`, the average of `θ(u 0) θ(u 1) ⋯ y` is the
Pfaffian of the pair contractions of `u` times the average of `y`. -/
theorem wick_wedge_mul (B : LinearMap.BilinForm R V) (hB : ∀ v, B v v = 0) (y : Λ) :
    ∀ (N : ℕ) (u : Fin N → V), (∀ i, B (u i) ⌋ y = 0) →
      wick B hB (wedge R u * y) = pf (gram B u) * wick B hB y
  | 0, u, _ => by simp [wedge, pf]
  | 1, u, h => by
    rw [wedge_succ (N := 0) u, mul_assoc, (wick_rule B hB).2]
    simp [wedge, pf, h]
  | N + 2, u, h => by
    rw [wedge_succ u, mul_assoc, (wick_rule B hB).2, contract_wedge_mul _ _ (h 0), map_sum,
      pf, Finset.sum_mul]
    refine Finset.sum_congr rfl fun j _ => ?_
    have ih := wick_wedge_mul B hB y N (fun i => u (j.succAbove i).succ) (fun i => h _)
    simp only [map_smul, smul_eq_mul]
    rw [ih]
    exact (mul_assoc _ _ _).symm
```

If \(\partial_{\beta_{u_i}}y=0\) for all \(i\), then \(\langle W(u)y\rangle=\mathrm{Pf}\,G(u)\,\langle y\rangle\). With no modes both sides are \(\langle y\rangle\); with one, \(\langle\theta(u_0)y\rangle=\langle\partial_{\beta_{u_0}}y\rangle=0\). For \(N+2\) modes the two previous results give
\[ \langle W(u)y\rangle=\sum_{j=0}^{N}(-1)^j\beta(u_0,u_{j+1})\,\langle W(u\text{ without }u_0,u_{j+1})\,y\rangle, \]
which is the recursion of `pf`; `ih` supplies the smaller Pfaffian.

## Decoupling two groups of modes

```lean
/-- Subtracting linear combinations of the modes `u` from the modes `w` does not change the
product of all generators. -/
theorem wedge_shear {p q : ℕ} (u : Fin p → V) (w : Fin q → V) (X : Matrix (Fin p) (Fin q) R) :
    wedge R u * wedge R (fun j => w j - ∑ i, X i j • u i) = wedge R u * wedge R w := by
  have hsq : ∀ a : V, θ a * θ a = 0 := fun a => by rw [CliffordAlgebra.ι_sq_scalar]; simp
  have step : ∀ (x : Λ) (a z : V), x * θ z = 0 → x * θ a * θ z = 0 := fun x a z h => by
    have hanti := hsq (a + z)
    rw [map_add, add_mul, mul_add, mul_add, hsq a, hsq z, zero_add, add_zero] at hanti
    rw [mul_assoc, eq_neg_of_add_eq_zero_left hanti, mul_neg, ← mul_assoc, h, zero_mul, neg_zero]
  have keep : ∀ (N : ℕ) (v : Fin N → V) (x : Λ) (z : V),
      x * θ z = 0 → x * wedge R v * θ z = 0 := by
    intro N
    induction N with
    | zero => intro v x z h; simpa [wedge] using h
    | succ N ih =>
      intro v x z h
      rw [wedge_succ v, ← mul_assoc x]
      exact ih _ _ _ (step _ _ _ h)
  -- a generator already present cannot be added again
  have pauli : ∀ (N : ℕ) (v : Fin N → V) (i : Fin N), wedge R v * θ (v i) = 0 := by
    intro N
    induction N with
    | zero => intro v i; exact i.elim0
    | succ N ih =>
      intro v i
      rw [wedge_succ v]
      refine Fin.cases (keep _ _ _ _ (hsq _)) (fun k => ?_) i
      rw [mul_assoc]
      exact (congrArg (θ (v 0) * ·) (ih (fun i => v i.succ) k)).trans (mul_zero _)
  have shift : ∀ (N : ℕ) (w z : Fin N → V) (x : Λ), (∀ j, x * θ (z j) = 0) →
      x * wedge R (fun j => w j - z j) = x * wedge R w := by
    intro N
    induction N with
    | zero => intro w z x _; simp [wedge]
    | succ N ih =>
      intro w z x h
      rw [wedge_succ (fun j => w j - z j), wedge_succ w]
      simp only [← mul_assoc, map_sub, mul_sub, h, sub_zero]
      exact ih (fun i => w i.succ) (fun i => z i.succ) _ (fun j => step _ _ _ (h _))
  refine shift _ w (fun j => ∑ i, X i j • u i) _ fun j => ?_
  simp only [map_sum, map_smul, Finset.mul_sum, mul_smul_comm, pauli _ u, smul_zero,
    Finset.sum_const_zero]
```

For a \(p\times q\) matrix \(X\), put \(w'_j=w_j-\sum_i X_{ij}u_i\). Then \(W(u)W(w')=W(u)W(w)\). Generators anticommute, so if \(x\,\theta(z)=0\), this survives inserting further generators after \(x\) (`step`, `keep`). Hence \(W(u)\theta(u_i)=0\) (`pauli`), and `shift` drops the subtracted terms one factor at a time.

```lean
/-- If shifting the second group of modes by `X` removes their contractions with the first
group, the Pfaffian of all pair contractions factorises into the two groups. -/
theorem pf_gram_eliminate (B : LinearMap.BilinForm R V) (hB : ∀ v, B v v = 0) {p q : ℕ}
    (v : Fin p ⊕ Fin q → V) (X : Matrix (Fin p) (Fin q) R)
    (h : ∀ i j, B (v (.inl i)) (v (.inr j) - ∑ k, X k j • v (.inl k)) = 0) :
    pf (gram B fun k => v (finSumFinEquiv.symm k)) =
      pf (gram B fun i => v (.inl i)) *
        pf (gram B fun j => v (.inr j) - ∑ k, X k j • v (.inl k)) := by
  have hw : ∀ (N : ℕ) (u : Fin N → V), pf (gram B u) = wick B hB (wedge R u) := fun N u => by
    have := wick_wedge_mul B hB 1 N u (fun i => by simp)
    rw [mul_one, (wick_rule B hB).1, mul_one] at this
    exact this.symm
  have hadd : ∀ t : Fin (p + q) → V, wedge R t =
      wedge R (fun i => t (Fin.castAdd q i)) * wedge R (fun j => t (Fin.natAdd p j)) := by
    intro t
    unfold wedge
    rw [List.ofFn_add, List.prod_append]
    try rfl
  have hkill : ∀ (N : ℕ) (w : Fin N → V) (d : Module.Dual R V),
      (∀ j, d (w j) = 0) → d ⌋ wedge R w = 0 := by
    intro N
    induction N with
    | zero => intro w d _; simp [wedge]
    | succ N ih =>
      intro w d hd
      rw [wedge_succ w, CliffordAlgebra.contractLeft_ι_mul, hd 0,
        ih (fun i => w i.succ) d fun j => hd _]
      simp
  have h1 := wedge_shear (fun i => v (.inl i)) (fun j => v (.inr j)) X
  have h2 := wick_wedge_mul B hB (wedge R fun j => v (.inr j) - ∑ k, X k j • v (.inl k)) p
    (fun i => v (.inl i)) (fun i => hkill _ _ _ (h i))
  rw [hw (p + q), hadd, hw q]
  simp only [finSumFinEquiv_symm_apply_castAdd, finSumFinEquiv_symm_apply_natAdd]
  exact (congrArg (wick B hB) h1.symm).trans h2
```

Here \(u_i\) is `v (.inl i)` and \(w_j\) is `v (.inr j)`. If \(\beta(u_i,w'_j)=0\) for all \(i,j\), then
\[ \mathrm{Pf}\,G(u,w)=\langle W(u)W(w)\rangle=\langle W(u)W(w')\rangle=\mathrm{Pf}\,G(u)\,\langle W(w')\rangle=\mathrm{Pf}\,G(u)\,\mathrm{Pf}\,G(w'). \]
The outer equalities are `hw`, the case \(y=1\), with `hadd` splitting the product. The second is `h1`. The third is `h2`, the case \(y=W(w')\), whose hypothesis comes from `hkill`.

## The block formula

```lean
variable {K : Type*} [Field K] [NeZero (2 : K)] {p q : ℕ}

/-- For antisymmetric `A`, `C` and any solution `X` of `A X = B`,
`Pf [[A, B], [-Bᵀ, C]] = Pf A · Pf (C + Bᵀ X)`. -/
theorem pf_block_solve (A : Matrix (Fin p) (Fin p) K) (B X : Matrix (Fin p) (Fin q) K)
    (C : Matrix (Fin q) (Fin q) K) (hA : Aᵀ = -A) (hC : Cᵀ = -C) (hX : A * X = B) :
    pf (block A B C) = pf A * pf (C + Bᵀ * X) := by
  -- the block matrix holds the pair contractions of the basis vectors
  obtain ⟨β, e, halt, he⟩ : ∃ (β : LinearMap.BilinForm K (Fin p ⊕ Fin q → K))
      (e : Fin p ⊕ Fin q → Fin p ⊕ Fin q → K),
      (∀ v, β v v = 0) ∧ ∀ a b, β (e a) (e b) = fromBlocks A B (-Bᵀ) C a b := by
    have hM : (fromBlocks A B (-Bᵀ) C)ᵀ = -fromBlocks A B (-Bᵀ) C := by
      rw [fromBlocks_transpose, fromBlocks_neg, hA, hC]; simp
    generalize fromBlocks A B (-Bᵀ) C = M at hM ⊢
    refine ⟨toBilin' M, fun a => Pi.single a 1, fun v => ?_,
      fun a b => by simp [toBilin'_apply, Pi.single_apply]⟩
    rw [toBilin'_apply']
    have hs : v ⬝ᵥ M *ᵥ v = -(v ⬝ᵥ M *ᵥ v) := by
      conv_lhs => rw [dotProduct_mulVec, ← mulVec_transpose, hM, dotProduct_comm, neg_mulVec,
        dotProduct_neg]
    have h2 : 2 * (v ⬝ᵥ M *ᵥ v) = 0 := by linear_combination hs
    exact (mul_eq_zero.mp h2).resolve_left two_ne_zero
  have h11 : ∀ i k, β (e (.inl i)) (e (.inl k)) = A i k := fun i k => he (.inl i) (.inl k)
  have h12 : ∀ i k, β (e (.inl i)) (e (.inr k)) = B i k := fun i k => he (.inl i) (.inr k)
  have h21 : ∀ j l, β (e (.inr j)) (e (.inl l)) = -B l j := fun j l => he (.inr j) (.inl l)
  have h22 : ∀ j k, β (e (.inr j)) (e (.inr k)) = C j k := fun j k => he (.inr j) (.inr k)
  -- `A X = B` decouples the shifted vectors from the first block
  have horth : ∀ i j, β (e (.inl i)) (e (.inr j) - ∑ k, X k j • e (.inl k)) = 0 := by
    intro i j
    simp only [map_sub, map_sum, map_smul, h11, h12, smul_eq_mul]
    rw [← hX, Matrix.mul_apply, sub_eq_zero]
    exact Finset.sum_congr rfl fun k _ => mul_comm _ _
  have hred : ∀ j y, (∀ i, β (e (.inl i)) y = 0) →
      β (e (.inr j) - ∑ k, X k j • e (.inl k)) y = β (e (.inr j)) y := fun j y hy => by
    simp [hy]
  have g0 : gram β (fun k => e (finSumFinEquiv.symm k)) = block A B C := by
    ext a b; exact he (finSumFinEquiv.symm a) (finSumFinEquiv.symm b)
  have g1 : gram β (fun i => e (.inl i)) = A := by ext i k; exact h11 i k
  have g2 : gram β (fun j => e (.inr j) - ∑ k, X k j • e (.inl k)) = C + Bᵀ * X := by
    ext j k
    refine (hred j _ (fun i => horth i k)).trans ?_
    simp only [map_sub, map_sum, map_smul, h21, h22, smul_eq_mul, mul_neg,
      Finset.sum_neg_distrib, sub_neg_eq_add, Matrix.add_apply, Matrix.mul_apply,
      transpose_apply]
    exact congrArg (C j k + ·) (Finset.sum_congr rfl fun l _ => mul_comm _ _)
  rw [← g0, pf_gram_eliminate β halt e X horth, g1, g2]
```

\(K\) is a field with \(2\neq0\), such as \(\mathbb{Q}\), \(\mathbb{R}\) or \(\mathbb{C}\). For antisymmetric \(A\), \(C\) and any \(X\) with \(AX=B\), the Pfaffian of the block matrix \(M\) equals \(\mathrm{Pf}A\cdot\mathrm{Pf}(C+B^TX)\).

Take \(\beta(v,w)=v^TMw\) on \(K^{p+q}\). Antisymmetry gives \(v^TMv=-v^TMv\), and \(2\neq0\) turns this into \(\beta(v,v)=0\) (`halt`). Let \(u\) and \(w\) be the first \(p\) and the last \(q\) basis vectors, so that \(G(u,w)=M\) and \(G(u)=A\) (`g0`, `g1`). Then
\[ \beta(u_i,w'_j)=B_{ij}-(AX)_{ij}=0, \]
\[ \beta(w'_j,w'_k)=\beta(w_j,w'_k)=C_{jk}+\sum_l B_{lj}X_{lk}, \]
which are `horth` and, through `hred`, `g2`.

```lean
/-- Schur complement formula: for invertible antisymmetric `A` and antisymmetric `C`,
`Pf [[A, B], [-Bᵀ, C]] = Pf A · Pf (C + Bᵀ A⁻¹ B)`. -/
theorem pf_schur (A : Matrix (Fin p) (Fin p) K) (B : Matrix (Fin p) (Fin q) K)
    (C : Matrix (Fin q) (Fin q) K) (hA : Aᵀ = -A) (hdet : IsUnit A.det) (hC : Cᵀ = -C) :
    pf (block A B C) = pf A * pf (C + Bᵀ * A⁻¹ * B) := by
  rw [Matrix.mul_assoc]
  exact pf_block_solve A B (A⁻¹ * B) C hA hC
    (by rw [← Matrix.mul_assoc, mul_nonsing_inv _ hdet, Matrix.one_mul])
```

With \(A\) invertible (`hdet`), \(X=A^{-1}B\) solves \(AX=B\), so \(\mathrm{Pf}\,M=\mathrm{Pf}A\cdot\mathrm{Pf}(C+B^TA^{-1}B)\). For \(q=0\) this reads \(\mathrm{Pf}A=\mathrm{Pf}A\cdot1\), and for \(p=0\) it reads \(\mathrm{Pf}\,C=1\cdot\mathrm{Pf}\,C\).

Without invertibility the formula can fail. For \(2\times2\) blocks \(A=C=0\) and \(B\) the identity, the size-4 expansion gives \(\mathrm{Pf}\,M=-M_{02}M_{13}=-1\), while \(\mathrm{Pf}A=0\) makes the right side vanish whatever value \(A^{-1}\) is assigned. This example is worked in prose only, not in the file.

```lean
/-- One elimination step with pivot `a ≠ 0` in position `(0, 1)`: the Pfaffian is `a` times
the Pfaffian of `C` updated by `(B 1 j * B 0 k - B 0 j * B 1 k) / a`. -/
theorem pf_pivot_two (a : K) (ha : a ≠ 0) (B : Matrix (Fin 2) (Fin q) K)
    (C : Matrix (Fin q) (Fin q) K) (hC : Cᵀ = -C) :
    pf (block !![0, a; -a, 0] B C) =
      a * pf (Matrix.of fun j k => C j k + (B 1 j * B 0 k - B 0 j * B 1 k) / a) := by
  have hpf : pf !![0, a; -a, 0] = a := by
    simp [pf]
  rw [pf_block_solve _ B (Matrix.of ![fun k => -B 1 k / a, fun k => B 0 k / a]) C
    (by ext i j; fin_cases i <;> fin_cases j <;> simp) hC
    (by ext i k; rw [Matrix.mul_apply, Fin.sum_univ_two]; fin_cases i <;> simp <;> field_simp),
    hpf]
  refine congrArg (fun S => a * pf S) ?_
  ext j k
  rw [Matrix.add_apply, Matrix.mul_apply, Fin.sum_univ_two]
  show C j k + (B 0 j * (-B 1 k / a) + B 1 j * (B 0 k / a)) =
    C j k + (B 1 j * B 0 k - B 0 j * B 1 k) / a
  ring
```

One elimination step with pivot \(a\neq0\). The choice \(X_{0k}=-B_{1k}/a\), \(X_{1k}=B_{0k}/a\) solves \(AX=B\) row by row, and \(\mathrm{Pf}A=a\) (`hpf`), so
\[ \mathrm{Pf}\,M=a\,\mathrm{Pf}\,C',\qquad C'_{jk}=C_{jk}+\frac{B_{1j}B_{0k}-B_{0j}B_{1k}}{a}. \]
For \(q=2\) and \(C_{01}=c\) the right side is \(ac+B_{10}B_{01}-B_{00}B_{11}\), matching the size-4 expansion.

For finitely many fermionic modes in a Gaussian (quasi-free) state, such as the grand-canonical thermal state of non-interacting fermions or a single Slater determinant, the average of an ordered product of operators linear in creation and annihilation operators is the Pfaffian of the antisymmetric matrix whose entry \((i,j)\) with \(i<j\) is the average, in the same state, of the \(i\)-th operator times the \(j\)-th. The file proves this rule only for the Grassmann average with an alternating form, not for operators. When the entry \(a\) in position \((0,1)\) is nonzero, the elimination step writes such a Pfaffian as \(a\) times a Pfaffian whose size is smaller by two. The theorem is a single step in exact arithmetic with the pivot already at position \((0,1)\); the case \(M_{01}=0\), rounding and operation counts are not treated.

```lean
/-- The rational matrix `[[0, 2], [-2, 0]]` is antisymmetric and invertible. -/
theorem pf_schur_witness : (!![0, 2; -2, 0] : Matrix (Fin 2) (Fin 2) ℚ)ᵀ = -!![0, 2; -2, 0] ∧
    IsUnit (!![0, 2; -2, 0] : Matrix (Fin 2) (Fin 2) ℚ).det := by
  refine ⟨by ext i j; fin_cases i <;> fin_cases j <;> simp, ?_⟩
  rw [isUnit_iff_ne_zero, det_fin_two_of]
  norm_num

end

end PfaffianSchur
```

A rational \(2\times2\) matrix, with determinant 4, satisfies both `hA` and `hdet`.

```lean
#print axioms PfaffianSchur.pf_schur
-- 'PfaffianSchur.pf_schur' depends on axioms: [propext, Classical.choice, Quot.sound]
#print axioms PfaffianSchur.pf_pivot_two
-- 'PfaffianSchur.pf_pivot_two' depends on axioms: [propext, Classical.choice, Quot.sound]
```
